# The precession rate of a conical spin spiral on a chain, from its exchange energy

On an infinite chain of classical unit spins with even, finite-range exchange, a conical spiral that is not collinear with its cone axis can turn rigidly about that axis at one rate only. This rate follows from the slope of the energy per site in the cone angle. It also follows from the energy difference between the spiral and the untwisted cone with the same angle.

Frozen-magnon calculations in electronic-structure work use relations of this kind to turn spiral energies into magnon frequencies. The version here holds for an undamped classical chain with one spin per cell and given isotropic pair couplings, without anisotropy or an external field.

## Spins, couplings and the equation of motion

```lean
import Mathlib

open Matrix

namespace FrozenMagnonSpiral

noncomputable section
```

Vectors are functions `Fin 3 → ℝ`, with components 0, 1, 2 along $x$, $y$, $z$. The cone axis is $\hat z$.

```lean
/-- The unit vector along the cone axis. -/
def zAxis : Fin 3 → ℝ := ![0, 0, 1]
```

The spiral has pitch $q$ (the azimuthal turn from one site to the next), cone angle $t$ and phase $\varphi$. At site $n\in\mathbb Z$ the spin is

$$S_n=(\sin t\cos(qn+\varphi),\ \sin t\sin(qn+\varphi),\ \cos t).$$

```lean
/-- The spin at site `n` of a spiral with pitch `q`, cone angle `t` and phase `φ`. -/
def spiral (q t φ : ℝ) (n : ℤ) : Fin 3 → ℝ :=
  ![Real.sin t * Real.cos (q * n + φ), Real.sin t * Real.sin (q * n + φ), Real.cos t]
```

The coupling $J_r$ links two sites a distance $r$ apart. The type `ℤ →₀ ℝ` makes all but finitely many couplings zero, so the exchange has finite range. The exchange field is $B_n=\sum_r J_rS_{n+r}$. A value $J_0$ is allowed: it adds a field parallel to $S_n$, which exerts no torque and shifts the energy by a constant.

```lean
/-- The exchange field at site `n`: the sum of the spins `S (n + r)` weighted by the couplings `J
r`. -/
def exchangeField (J : ℤ →₀ ℝ) (S : ℤ → Fin 3 → ℝ) (n : ℤ) : Fin 3 → ℝ :=
  ∑ r ∈ J.support, J r • S (n + r)
```

One combination of the couplings appears throughout:

$$D(q)=\sum_r J_r(1-\cos qr).$$

```lean
/-- The exchange sum `D(q) = ∑ J_r (1 - cos qr)`. -/
def magnonSum (J : ℤ →₀ ℝ) (q : ℝ) : ℝ :=
  ∑ r ∈ J.support, J r * (1 - Real.cos (q * r))
```

The energy per site is $E=-\tfrac12 S_n\cdot B_n$, where the half shares each bond between its two ends. Positive $J_r$ is therefore ferromagnetic.

```lean
/-- The exchange energy per site, `-S·B/2`, in which each bond is shared by its two ends. -/
def siteEnergy (J : ℤ →₀ ℝ) (S : ℤ → Fin 3 → ℝ) (n : ℤ) : ℝ :=
  -(S n ⬝ᵥ exchangeField J S n) / 2
```

The spins obey the Landau-Lifshitz equation $dS_n/d\tau=S_n\times B_n$, in units where $\hbar$ and the spin length are one. The predicate requires it at every site $n$ and every real time $\tau$. There is no damping, anisotropy or external field.

```lean
/-- The Landau-Lifshitz equation `dS/dτ = S × B` at every site and every time. -/
def SolvesLandauLifshitz (J : ℤ →₀ ℝ) (S : ℝ → ℤ → Fin 3 → ℝ) : Prop :=
  ∀ (τ : ℝ) (n : ℤ),
    HasDerivAt (fun s => S s n) (S τ n ⨯₃ exchangeField J (S τ) n) τ
```

Every part below assumes $J_{-r}=J_r$, except (e), where no couplings enter. This hypothesis, `hJ` in the code, says that a bond has the same strength seen from either end.

## (a) The sine sum of even couplings

Show that for every $q$

$$\sum_r J_r\sin qr=0.$$

**Solution.** Replace $r$ by $-r$. Since $J$ is even, the set of separations $r$ with nonzero coupling is mapped onto itself, and each term becomes $J_{-r}\sin(-qr)=-J_r\sin qr$. The sum equals its own negative, so it is zero.

In Lean, `Finset.sum_equiv` with `Equiv.neg ℤ` carries out the reflection, and `linarith` draws the conclusion.

```lean
/-- For even couplings the sine sum `∑ J_r sin qr` vanishes. -/
theorem sum_sin_eq_zero (J : ℤ →₀ ℝ) (hJ : ∀ r, J (-r) = J r) (q : ℝ) :
    ∑ r ∈ J.support, J r * Real.sin (q * r) = 0 := by
  -- reflecting r to -r changes the sign of the sum
  have h : ∑ r ∈ J.support, J r * Real.sin (q * r)
      = ∑ r ∈ J.support, -(J r * Real.sin (q * r)) :=
    Finset.sum_equiv (Equiv.neg ℤ) (by intro r; simp [hJ r]) (by intro r _; simp [hJ r])
  rw [Finset.sum_neg_distrib] at h
  linarith
```

## (b) The field resolved along the spin and the axis

Show that the exchange field of the spiral has no azimuthal part:

$$B_n=\Big(\sum_r J_r\cos qr\Big)S_n+D(q)\cos t\,\hat z.$$

**Solution.** Write $\alpha=qn+\varphi$ and let $\hat e=(-\sin\alpha,\cos\alpha,0)$ be the azimuthal direction at site $n$. The neighbour at $n+r$ has azimuth $\alpha+qr$. By the addition formulas its in-plane part is

$$\sin t\,\big[\cos qr\,(\cos\alpha,\sin\alpha,0)+\sin qr\,\hat e\,\big].$$

Its axial component is $\cos t=\cos qr\cos t+(1-\cos qr)\cos t$. Together,

$$S_{n+r}=\cos qr\,S_n+(1-\cos qr)\cos t\,\hat z+\sin qr\,\sin t\,\hat e.$$

Multiply by $J_r$ and sum. The first two terms give the claim, and the third vanishes by (a).

In the code, `h` is this decomposition of a neighbour, checked component by component after `fin_cases i`. Then `hsum` inserts it into the field, and the last rewriting splits the sum and removes the azimuthal part with `sum_sin_eq_zero`.

```lean
/-- For even couplings the exchange field of a spiral is a part along the local spin plus a part
`D(q) cos t` along the cone axis. -/
theorem exchangeField_spiral (J : ℤ →₀ ℝ) (hJ : ∀ r, J (-r) = J r) (q t φ : ℝ) (n : ℤ) :
    exchangeField J (spiral q t φ) n
      = (∑ r ∈ J.support, J r * Real.cos (q * r)) • spiral q t φ n
        + (magnonSum J q * Real.cos t) • zAxis := by
  -- resolve each neighbour along the local spin, the axis and the azimuthal direction
  have h : ∀ r : ℤ, spiral q t φ (n + r)
      = Real.cos (q * r) • spiral q t φ n + (1 - Real.cos (q * r)) • (Real.cos t • zAxis)
        + Real.sin (q * r) •
          (Real.sin t • ![-Real.sin (q * n + φ), Real.cos (q * n + φ), 0]) := by
    intro r
    have ha : q * ((n + r : ℤ) : ℝ) + φ = (q * n + φ) + q * r := by
      push_cast
      ring
    unfold spiral
    rw [ha, Real.cos_add (q * n + φ), Real.sin_add (q * n + φ)]
    ext i
    fin_cases i <;> simp [zAxis] <;> ring
  have hsum : exchangeField J (spiral q t φ) n
      = ∑ r ∈ J.support, ((J r * Real.cos (q * r)) • spiral q t φ n
        + (J r * (1 - Real.cos (q * r))) • (Real.cos t • zAxis)
        + (J r * Real.sin (q * r)) •
          (Real.sin t • ![-Real.sin (q * n + φ), Real.cos (q * n + φ), 0])) := by
    unfold exchangeField
    refine Finset.sum_congr rfl fun r _ => ?_
    rw [h r, smul_add, smul_add, smul_smul (J r), smul_smul (J r), smul_smul (J r)]
  -- the azimuthal part cancels because the couplings are even
  rw [hsum, Finset.sum_add_distrib, Finset.sum_add_distrib, ← Finset.sum_smul,
    ← Finset.sum_smul, ← Finset.sum_smul, sum_sin_eq_zero J hJ q, zero_smul, add_zero,
    smul_smul]
  rfl
```

## (c) The exchange torque

Show that the torque is that of a field along the cone axis:

$$S_n\times B_n=D(q)\cos t\,(S_n\times\hat z).$$

**Solution.** Take the cross product of $S_n$ with the field from (b). The part along $S_n$ drops out because $S_n\times S_n=0$, and the axial part remains.

The Lean proof does the same: it rewrites with (b), expands by linearity and applies `cross_self`.

```lean
/-- For even couplings the exchange torque on a spiral is `S × B = D(q) cos t (S × z)`. -/
theorem torque_spiral (J : ℤ →₀ ℝ) (hJ : ∀ r, J (-r) = J r) (q t φ : ℝ) (n : ℤ) :
    spiral q t φ n ⨯₃ exchangeField J (spiral q t φ) n
      = (magnonSum J q * Real.cos t) • (spiral q t φ n ⨯₃ zAxis) := by
  rw [exchangeField_spiral J hJ]
  simp only [map_add, map_smul, cross_self, smul_zero, zero_add]
```

## (d) The field along the local spin

Show that

$$S_n\cdot B_n=\sum_r J_r-D(q)\sin^2t.$$

**Solution.** The spin has unit length and $S_n\cdot\hat z=\cos t$, so (b) gives

$$S_n\cdot B_n=\sum_r J_r\cos qr+D(q)\cos^2t.$$

By the definition of $D$, $\sum_r J_r\cos qr=\sum_r J_r-D(q)$. Since $-D+D\cos^2t=-D\sin^2t$, the claim follows. The energy per site is therefore

$$E(q,t)=-\tfrac12\sum_r J_r+\tfrac12D(q)\sin^2t,$$

the same at every site and for every phase.

The three ingredients are `h1` (unit length), `h2` (projection on the axis) and `hD` (the cosine sum). The first two are used in the rewriting with (b), and the final `linear_combination` combines `hD` with $\sin^2t+\cos^2t=1$.

```lean
/-- For even couplings the projection of a spiral's exchange field on the local spin is `S·B = ∑ J_r
- D(q) sin² t`. -/
theorem dot_exchangeField_spiral (J : ℤ →₀ ℝ) (hJ : ∀ r, J (-r) = J r)
    (q t φ : ℝ) (n : ℤ) :
    spiral q t φ n ⬝ᵥ exchangeField J (spiral q t φ) n
      = ∑ r ∈ J.support, J r - magnonSum J q * Real.sin t ^ 2 := by
  have h1 : spiral q t φ n ⬝ᵥ spiral q t φ n = 1 := by
    rw [dotProduct, Fin.sum_univ_three]
    change Real.sin t * Real.cos (q * n + φ) * (Real.sin t * Real.cos (q * n + φ))
      + Real.sin t * Real.sin (q * n + φ) * (Real.sin t * Real.sin (q * n + φ))
      + Real.cos t * Real.cos t = 1
    linear_combination Real.sin t ^ 2 * Real.sin_sq_add_cos_sq (q * n + φ)
      + Real.sin_sq_add_cos_sq t
  have h2 : spiral q t φ n ⬝ᵥ zAxis = Real.cos t := by
    simp [dotProduct, Fin.sum_univ_three, spiral, zAxis]
  have hD : magnonSum J q
      = ∑ r ∈ J.support, J r - ∑ r ∈ J.support, J r * Real.cos (q * r) := by
    simp only [magnonSum, mul_sub, mul_one, Finset.sum_sub_distrib]
  rw [exchangeField_spiral J hJ, dotProduct_add, dotProduct_smul, dotProduct_smul, h1, h2,
    smul_eq_mul, smul_eq_mul]
  linear_combination magnonSum J q * Real.sin_sq_add_cos_sq t + hD
```

## (e) The velocity of a turning spiral

Let the phase grow as $\varphi=\omega\tau$. Show that

$$\frac{dS_n}{d\tau}=-\omega\,(S_n\times\hat z).$$

**Solution.** With $\alpha=qn+\omega\tau$, differentiation gives

$$\frac{dS_n}{d\tau}=\omega\sin t\,(-\sin\alpha,\cos\alpha,0).$$

On the other side, $S_n\times\hat z=\sin t\,(\sin\alpha,-\cos\alpha,0)$, and multiplying by $-\omega$ gives the same vector.

In Lean, `hp` differentiates the azimuth, `hasDerivAt_pi` reduces the vector derivative to its components, and each component is then matched with the cross product.

```lean
/-- A spiral turning rigidly about the cone axis at rate `ω` has velocity `-ω (S × z)`. -/
theorem hasDerivAt_spiral (q t ω τ : ℝ) (n : ℤ) :
    HasDerivAt (fun s => spiral q t (ω * s) n)
      ((-ω) • (spiral q t (ω * τ) n ⨯₃ zAxis)) τ := by
  have hp : HasDerivAt (fun s : ℝ => q * n + ω * s) ω τ :=
    (((hasDerivAt_id' τ).const_mul ω).const_add (q * (n : ℝ))).congr_deriv (mul_one ω)
  rw [hasDerivAt_pi]
  intro i
  fin_cases i
  · exact (hp.cos.const_mul (Real.sin t)).congr_deriv
      (by simp [spiral, zAxis, cross_apply]; ring)
  · exact (hp.sin.const_mul (Real.sin t)).congr_deriv
      (by simp [spiral, zAxis, cross_apply]; ring)
  · exact (hasDerivAt_const τ (Real.cos t)).congr_deriv
      (by simp [spiral, zAxis, cross_apply])
```

## (f) The one allowed rate

Let $\sin t\neq0$. Show that the spiral turning at rate $\omega$ solves the Landau-Lifshitz equation exactly when

$$\omega=-D(q)\cos t.$$

**Solution.** By (e) and (c), the equation of motion reads

$$-\omega\,(S_n\times\hat z)=D(q)\cos t\,(S_n\times\hat z).$$

The vector $S_n\times\hat z$ has length $|\sin t|$, which is not zero, so the prefactors must agree. Conversely, if they agree, the equation holds at every site and time. For $\sin t=0$ the spins lie along the axis and do not move, so every $\omega$ describes the same solution.

For the forward direction Lean needs only site 0, time 0 and the $y$ component, where $S_0\times\hat z$ equals $-\sin t$. Uniqueness of the derivative equates velocity and torque, and `mul_right_cancel₀` cancels $\sin t$. The reverse direction substitutes the rate into (e) and recognises the torque from (c).

```lean
/-- A spiral with `sin t ≠ 0` turning at rate `ω` solves the Landau-Lifshitz equation with even
couplings exactly when `ω = -D(q) cos t`. -/
theorem solves_iff_frequency (J : ℤ →₀ ℝ) (hJ : ∀ r, J (-r) = J r) (q t ω : ℝ)
    (ht : Real.sin t ≠ 0) :
    SolvesLandauLifshitz J (fun τ => spiral q t (ω * τ))
      ↔ ω = -(magnonSum J q * Real.cos t) := by
  constructor
  · intro h
    -- compare velocity and torque at the origin, along the second axis
    have h1 := (hasDerivAt_spiral q t ω 0 0).unique (h 0 0)
    have h2 := congrFun (h1.trans (torque_spiral J hJ q t (ω * 0) 0)) 1
    have hy : (spiral q t (ω * 0) 0 ⨯₃ zAxis) 1 = -Real.sin t := by
      simp [spiral, zAxis, cross_apply]
    simp only [Pi.smul_apply, smul_eq_mul, hy] at h2
    exact mul_right_cancel₀ ht (by linear_combination h2)
  · intro h τ n
    have e : -ω = magnonSum J q * Real.cos t := by rw [h, neg_neg]
    have hd := hasDerivAt_spiral q t ω τ n
    rw [e, ← torque_spiral J hJ] at hd
    exact hd
```

## (g) The rate as an energy slope

Let $\sin t\neq0$. Show that the spiral turning at rate $\omega$ solves the Landau-Lifshitz equation exactly when

$$\frac{\partial E}{\partial t}=-\omega\sin t.$$

**Solution.** Differentiate the energy found in (d) at fixed $q$:

$$\frac{\partial E}{\partial t}=D(q)\sin t\cos t.$$

If the spiral is a solution, (f) gives $D(q)\cos t=-\omega$, and the slope is $-\omega\sin t$. If the slope has this value, then $D(q)\sin t\cos t=-\omega\sin t$. Cancelling $\sin t$ gives the rate in (f), so the spiral is a solution.

In the statement, $\theta$ is the varying cone angle and $t$ is the point at which the derivative is taken. The site $n$ and phase $\varphi$ used for the energy are arbitrary. The proof writes the energy as a function of $\theta$ in `hE`, differentiates it in `hd`, and compares slopes by uniqueness of the derivative.

```lean
/-- A spiral with `sin t ≠ 0` turning at rate `ω` solves the Landau-Lifshitz equation with even
couplings exactly when its energy per site `E` obeys `dE/dt = -ω sin t` in the cone angle `t`. -/
theorem solves_iff_energy_derivative (J : ℤ →₀ ℝ) (hJ : ∀ r, J (-r) = J r)
    (q t ω φ : ℝ) (n : ℤ) (ht : Real.sin t ≠ 0) :
    SolvesLandauLifshitz J (fun τ => spiral q t (ω * τ))
      ↔ HasDerivAt (fun θ => siteEnergy J (spiral q θ φ) n) (-(ω * Real.sin t)) t := by
  have hE : (fun θ => siteEnergy J (spiral q θ φ) n)
      = fun θ => -(∑ r ∈ J.support, J r) / 2
        + magnonSum J q / 2 * (Real.sin θ * Real.sin θ) := by
    funext θ
    rw [siteEnergy, dot_exchangeField_spiral J hJ]
    ring
  have hd : HasDerivAt (fun θ => siteEnergy J (spiral q θ φ) n)
      (magnonSum J q * Real.sin t * Real.cos t) t := by
    rw [hE]
    exact ((((Real.hasDerivAt_sin t).fun_mul (Real.hasDerivAt_sin t)).const_mul
      (magnonSum J q / 2)).const_add (-(∑ r ∈ J.support, J r) / 2)).congr_deriv (by ring)
  rw [solves_iff_frequency J hJ q t ω ht]
  constructor
  · intro h
    exact hd.congr_deriv (by rw [h]; ring)
  · intro h
    have hu := h.unique hd
    exact mul_right_cancel₀ ht (by linear_combination -hu)
```

## (h) The rate from two spiral energies

Let $\sin t\neq0$, and let the spiral turning at rate $\omega$ be a solution. Show that

$$\omega=-\frac{2\cos t\,\big(E(q,t)-E(0,t)\big)}{\sin^2t}.$$

**Solution.** At $q=0$ every factor $1-\cos qr$ vanishes, so $D(0)=0$. The constant $-\tfrac12\sum_rJ_r$ cancels in the difference, and (d) leaves

$$E(q,t)-E(0,t)=\tfrac12D(q)\sin^2t.$$

Solve for $D(q)$ and insert it into $\omega=-D(q)\cos t$ from (f). Both energies belong to the same cone angle, which need not be small.

In the code, `h0` is $D(0)=0$ and `hω` is the rate from (f). After `eq_div_iff` clears the denominator, the energies are replaced by (d) and `ring` finishes.

```lean
/-- For even couplings and `sin t ≠ 0`, the rate `ω` of a turning spiral that solves the
Landau-Lifshitz equation follows from its energy per site relative to `q = 0` at the same cone
angle: `ω = -2 cos t (E(q) - E(0)) / sin² t`. -/
theorem frequency_from_energy_difference (J : ℤ →₀ ℝ) (hJ : ∀ r, J (-r) = J r)
    (q t ω φ : ℝ) (n : ℤ) (ht : Real.sin t ≠ 0)
    (h : SolvesLandauLifshitz J (fun τ => spiral q t (ω * τ))) :
    ω = -(2 * Real.cos t * (siteEnergy J (spiral q t φ) n - siteEnergy J (spiral 0 t φ) n))
      / Real.sin t ^ 2 := by
  have hω := (solves_iff_frequency J hJ q t ω ht).1 h
  have h0 : magnonSum J 0 = 0 := by simp [magnonSum]
  rw [eq_div_iff (pow_ne_zero 2 ht), siteEnergy, siteEnergy,
    dot_exchangeField_spiral J hJ, dot_exchangeField_spiral J hJ, h0, hω]
  ring

end

end FrozenMagnonSpiral
```

```lean
#print axioms FrozenMagnonSpiral.dot_exchangeField_spiral
-- 'FrozenMagnonSpiral.dot_exchangeField_spiral' depends on axioms: [propext, Classical.choice, Quot.sound]
#print axioms FrozenMagnonSpiral.solves_iff_energy_derivative
-- 'FrozenMagnonSpiral.solves_iff_energy_derivative' depends on axioms: [propext, Classical.choice, Quot.sound]
#print axioms FrozenMagnonSpiral.frequency_from_energy_difference
-- 'FrozenMagnonSpiral.frequency_from_energy_difference' depends on axioms: [propext, Classical.choice, Quot.sound]
```

## Nearest neighbours, and a field along the axis

The shortest-range chain with a nontrivial rate has $J_1=J_{-1}=J$ and no other couplings. Then $D(q)=2J(1-\cos q)$ and

$$\omega=-2J(1-\cos q)\cos t.$$

As the cone closes, $t\to0$, the magnitude for $J>0$ tends to $2J(1-\cos q)$, the familiar magnon dispersion of the ferromagnetic chain in these units. The negative sign gives the sense of rotation about $\hat z$.

The same argument by hand covers a uniform field $h\hat z$ added to $B_n$, a case that the code above leaves out. The torque gains $h\,(S_n\times\hat z)$, so for $\sin t\neq0$ the rate becomes $\omega=-(D(q)\cos t+h)$. The field adds $-h\cos t$ to the energy per site, and the slope relation in (g) keeps its form. The energy difference in (h) does not change, because the field term is the same at $q$ and at $0$, so that formula then gives only the exchange part of the rate.
